# The energy derivative for a moving core potential: Hellmann-Feynman and Pulay terms

Let $H(t)=K+\sum_l v_l(t)P_l(t)$, where $K$ is a fixed real symmetric matrix and the $P_l(t)$ are real symmetric matrices, and let $\psi(t)$ be a nonzero real vector. If the numbers $v_l$, the matrices $P_l$ and the vector $\psi$ are differentiable at $t$, then the Rayleigh quotient $E=\langle\psi,H\psi\rangle/\langle\psi,\psi\rangle$ has the derivative

$$
E'=\frac{\big\langle\psi,\sum_l(v_l'P_l+v_lP_l')\,\psi\big\rangle+2\,\langle\psi',(H-E)\psi\rangle}{\langle\psi,\psi\rangle}.
$$

The first term is the Hellmann-Feynman term and the second is the Pulay term. Here $t$ stands for one nuclear coordinate, $l$ runs over finitely many channels of an effective core potential, $v_l$ is the strength of a channel and $P_l$ its operator. The repulsion between the cores also depends on $t$; once it is included, as a further term whose operator is the identity, the force along the coordinate is $-E'$. For a finite real model in a fixed orthonormal basis, with scalar strengths, the formula shows which terms can contribute to the force when the core potential moves with its atom.

## Derivation from the product and quotient rules

Write $\langle x,y\rangle=\sum_i x_iy_i$ for vectors in a fixed orthonormal basis, and set $N=\langle\psi,H\psi\rangle$ and $S=\langle\psi,\psi\rangle$, so that $E=N/S$. Since $K$ is constant,

$$
H'=\sum_l(v_l'P_l+v_lP_l').
$$

The product rule gives three terms for $N'$, and the symmetry of $H$ makes two of them equal:

$$
N'=\langle\psi',H\psi\rangle+\langle\psi,H'\psi\rangle+\langle\psi,H\psi'\rangle
=\langle\psi,H'\psi\rangle+2\langle\psi',H\psi\rangle .
$$

Likewise $S'=2\langle\psi',\psi\rangle$. Because $\psi\neq0$, $S$ is nonzero and the quotient rule applies:

$$
E'=\frac{N'S-NS'}{S^2}=\frac{N'-ES'}{S}
=\frac{\langle\psi,H'\psi\rangle+2\langle\psi',H\psi\rangle-2E\langle\psi',\psi\rangle}{S}.
$$

Collecting the last two terms gives the result.

The Pulay term contains the residual $r=(H-E)\psi$. If $r=0$, the term vanishes for every $\psi'$. Conversely, if $\langle\varphi,r\rangle=0$ for every vector $\varphi$, the choice $\varphi=r$ gives $\langle r,r\rangle=0$, hence $r=0$. The term therefore vanishes for all variations exactly when $H\psi=E\psi$.

## What the motion of a projector contributes

Suppose that one channel operator $P$ is an orthogonal projector at all $t$, so $P$ is symmetric and $P^2=P$. Then $P'$ is symmetric, and differentiating $P^2=P$ gives

$$
P'=P'P+PP'.
$$

Multiplication by $P$ from the left yields $PP'=PP'P+PP'$, so $PP'P=0$. Taking the expectation value of the first identity and using symmetry,

$$
\langle\psi,P'\psi\rangle=\langle\psi,P'P\psi\rangle+\langle\psi,PP'\psi\rangle=2\langle P\psi,P'\psi\rangle .
$$

Since $\langle P\psi,P'P\psi\rangle=\langle\psi,PP'P\psi\rangle=0$, it may be subtracted inside the right side:

$$
\langle\psi,P'\psi\rangle=2\langle P\psi,P'(1-P)\psi\rangle .
$$

To first order, the motion couples the part of the state inside the channel to the part outside it.

For an example, let $P(t)$ project onto $(\cos t,\sin t)$ in the plane, keep $v$ constant and fix $\psi=(1,0)$. Numbering components from zero, $E=K_{00}+v\cos^2t$, so $E'=-2v\cos t\sin t$. Neither the strength nor the state changes; the whole derivative comes from the projector.

## The two terms as Monte Carlo averages

In variational Monte Carlo the two terms become averages over sampled configurations. In the finite model, if every component $\psi_i$ is nonzero, put $w_i=\psi_i^2/\langle\psi,\psi\rangle$ and write

$$
E'=\sum_i w_i\left[\frac{(H'\psi)_i}{\psi_i}
+2\,\frac{\psi_i'}{\psi_i}\left(\frac{(H\psi)_i}{\psi_i}-E\right)\right].
$$

Drawing $i$ with probability $w_i$ and averaging the bracket estimates $E'$; in practice $E$ is itself replaced by the sampled mean of the local energy. In continuous space the bracket can have infinite variance because of the nodes of $\psi$, so the plain average is not always usable. The ratio $(H\psi)_i/\psi_i$ is the local energy, and $\psi_i'/\psi_i$ is the logarithmic derivative of the trial function. In general the routine for $H'\psi$ needs both $v_l'P_l$ and $v_lP_l'$; if it differentiates only the strengths, it omits the projector motion.

## Hamiltonian and energy in Lean

The type `n` labels the basis and `ι` the channels; both are finite.

```lean
import Mathlib

open Matrix

namespace CorePotentialForces

noncomputable section

variable {n ι : Type*} [Fintype n] [Fintype ι]
```

The Hamiltonian is defined at a single parameter value. Its strengths are numbers, one per channel. A radial function that multiplies a projector point by point can be absorbed into the matrix `P l`, with strength one.

```lean
/-- The Hamiltonian `K + ∑ v_l P_l`: a fixed part plus an effective core potential with
strengths `v_l` and channel operators `P_l`. -/
def ecpHamiltonian (K : Matrix n n ℝ) (v : ι → ℝ) (P : ι → Matrix n n ℝ) : Matrix n n ℝ :=
  K + ∑ l, v l • P l
```

In the energy, `⬝ᵥ` is the real dot product and `*ᵥ` applies a matrix to a vector. The state need not be normalised, but the basis is orthonormal and fixed: an overlap matrix that depends on the nuclear positions is not covered.

```lean
/-- The Rayleigh quotient `⟨ψ, A ψ⟩ / ⟨ψ, ψ⟩`, for a nonzero state `ψ`. -/
def rayleigh (A : Matrix n n ℝ) (ψ : n → ℝ) : ℝ :=
  (ψ ⬝ᵥ A *ᵥ ψ) / (ψ ⬝ᵥ ψ)
```

## Derivatives of overlaps and expectation values

`HasDerivAt f a t` says that `f` is differentiable at `t` with derivative `a`. Vectors and matrices are differentiated entry by entry. The first lemma is the product rule applied to each summand of the dot product.

```lean
/-- The product rule for the overlap of two moving real vectors. -/
theorem hasDerivAt_overlap {f g : ℝ → n → ℝ} {f' g' : n → ℝ} {t : ℝ}
    (hf : ∀ i, HasDerivAt (fun s => f s i) (f' i) t)
    (hg : ∀ i, HasDerivAt (fun s => g s i) (g' i) t) :
    HasDerivAt (fun s => f s ⬝ᵥ g s) (f' ⬝ᵥ g t + f t ⬝ᵥ g') t := by
  simp only [dotProduct, ← Finset.sum_add_distrib]
  exact HasDerivAt.fun_sum fun i _ => (hf i).fun_mul (hg i)
```

The second lemma is the symmetry step that merges the two state terms.

```lean
/-- A real symmetric operator can be moved from one side of a matrix element to the other. -/
theorem matrixElement_symm {A : Matrix n n ℝ} (hA : A.IsSymm) (x y : n → ℝ) :
    x ⬝ᵥ A *ᵥ y = y ⬝ᵥ A *ᵥ x := by
  rw [Matrix.dotProduct_mulVec, ← Matrix.mulVec_transpose, hA.eq, dotProduct_comm]
```

The formula for $N'$ follows. Component $i$ of $A\psi$ is the overlap of row $i$ of $A$ with $\psi$, so `hAψ` is again the product rule. A second application differentiates the outer overlap, and `matrixElement_symm` produces the factor 2.

```lean
/-- The unnormalised expectation value of a moving operator, symmetric at `t`, changes through
the operator and, twice, through the state. -/
theorem hasDerivAt_expectation {A : ℝ → Matrix n n ℝ} {A' : Matrix n n ℝ}
    {ψ : ℝ → n → ℝ} {ψ' : n → ℝ} {t : ℝ} (hs : (A t).IsSymm)
    (hA : ∀ i j, HasDerivAt (fun s => A s i j) (A' i j) t)
    (hψ : ∀ i, HasDerivAt (fun s => ψ s i) (ψ' i) t) :
    HasDerivAt (fun s => ψ s ⬝ᵥ A s *ᵥ ψ s)
      (ψ t ⬝ᵥ A' *ᵥ ψ t + 2 * (ψ' ⬝ᵥ A t *ᵥ ψ t)) t := by
  have hAψ : ∀ i, HasDerivAt (fun s => (A s *ᵥ ψ s) i) ((A' *ᵥ ψ t + A t *ᵥ ψ') i) t :=
    fun i => hasDerivAt_overlap (f := fun s => A s i) (f' := A' i) (hA i) hψ
  refine (hasDerivAt_overlap hψ hAψ).congr_deriv ?_
  rw [dotProduct_add, matrixElement_symm hs (ψ t) ψ']
  ring
```

The Hamiltonian inherits its symmetry from $K$ and the channel operators.

```lean
omit [Fintype n] in
/-- The core-potential Hamiltonian is symmetric when its fixed part and its channel operators
are. -/
theorem ecpHamiltonian_isSymm {K : Matrix n n ℝ} {P : ι → Matrix n n ℝ} (v : ι → ℝ)
    (hK : K.IsSymm) (hP : ∀ l, (P l).IsSymm) : (ecpHamiltonian K v P).IsSymm := by
  have hP' : ∀ l, (P l)ᵀ = P l := hP
  unfold Matrix.IsSymm ecpHamiltonian
  rw [Matrix.transpose_add, Matrix.transpose_sum, hK.eq]
  simp only [Matrix.transpose_smul, hP']
```

## The energy derivative

In the main theorem `v t l` and `P t l` are the strength and operator of channel `l` at parameter `t`. The primed names are the derivatives at `t`, tied to the functions by `hv`, `hP` and `hψ`. The operators `P t l` must be symmetric at the point `t` but need not be projectors. The matrix $K$ does not move; a symmetric one-body or interaction matrix that does can be entered as a further channel of strength one. Complex Hermitian Hamiltonians, which spin-orbit coupling generally requires, are not treated here.

```lean
/-- **Energy derivative with a moving core potential.** The derivative of the Rayleigh quotient is a
Hellmann-Feynman term, with the changes of the strengths and of the channel operators, plus a Pulay
term, twice the overlap of `ψ'` with the residual `(H - E) ψ`, both divided by `⟨ψ, ψ⟩`. -/
theorem hasDerivAt_energy {K : Matrix n n ℝ} {v : ℝ → ι → ℝ} {v' : ι → ℝ}
    {P : ℝ → ι → Matrix n n ℝ} {P' : ι → Matrix n n ℝ}
    {ψ : ℝ → n → ℝ} {ψ' : n → ℝ} {t : ℝ}
    (hK : K.IsSymm) (hPs : ∀ l, (P t l).IsSymm)
    (hv : ∀ l, HasDerivAt (fun s => v s l) (v' l) t)
    (hP : ∀ l i j, HasDerivAt (fun s => P s l i j) (P' l i j) t)
    (hψ : ∀ i, HasDerivAt (fun s => ψ s i) (ψ' i) t) (h0 : ψ t ≠ 0) :
    HasDerivAt (fun s => rayleigh (ecpHamiltonian K (v s) (P s)) (ψ s))
      ((ψ t ⬝ᵥ (∑ l, (v' l • P t l + v t l • P' l)) *ᵥ ψ t
        + 2 * (ψ' ⬝ᵥ (ecpHamiltonian K (v t) (P t) *ᵥ ψ t
            - rayleigh (ecpHamiltonian K (v t) (P t)) (ψ t) • ψ t)))
        / (ψ t ⬝ᵥ ψ t)) t := by
  have hn : ψ t ⬝ᵥ ψ t ≠ 0 := fun h => h0 (dotProduct_self_eq_zero.mp h)
  -- the Hamiltonian changes through the strengths and through the channel operators
  have hH : ∀ i j, HasDerivAt (fun s => ecpHamiltonian K (v s) (P s) i j)
      ((∑ l, (v' l • P t l + v t l • P' l)) i j) t := by
    intro i j
    simp only [ecpHamiltonian, Matrix.add_apply, Matrix.sum_apply, Matrix.smul_apply,
      smul_eq_mul]
    refine HasDerivAt.const_add (K i j) ?_
    exact HasDerivAt.fun_sum fun l _ => (hv l).fun_mul (hP l i j)
  have hN := hasDerivAt_expectation (A := fun s => ecpHamiltonian K (v s) (P s))
    (ecpHamiltonian_isSymm (v t) hK hPs) hH hψ
  -- the quotient rule brings in the change of the norm
  refine (hN.fun_div (hasDerivAt_overlap hψ hψ) hn).congr_deriv ?_
  rw [dotProduct_comm (ψ t) ψ', dotProduct_sub, dotProduct_smul, smul_eq_mul, rayleigh]
  field_simp
  ring
```

The proof follows the derivation above. `hn` gives $S\neq0$, `hH` computes $H'$ entry by entry, and `hN` is the formula for $N'$. After the quotient rule `fun_div`, the closing algebra collects the terms into the residual.

## When the Pulay term vanishes

The next theorem concerns any real square matrix `A`. For nonzero `ψ`, its right side says that `ψ` is an eigenvector; for `ψ = 0` both sides hold trivially. The forward direction uses the residual itself as the test vector.

```lean
/-- The Pulay overlap vanishes for every variation `φ` of the state exactly when `ψ` satisfies
the eigenvalue equation with its own Rayleigh quotient. -/
theorem pulay_eq_zero_iff (A : Matrix n n ℝ) (ψ : n → ℝ) :
    (∀ φ : n → ℝ, φ ⬝ᵥ (A *ᵥ ψ - rayleigh A ψ • ψ) = 0) ↔ A *ᵥ ψ = rayleigh A ψ • ψ := by
  constructor
  · intro h
    exact sub_eq_zero.mp (dotProduct_self_eq_zero.mp (h _))
  · intro h φ
    rw [sub_eq_zero.mpr h, dotProduct_zero]
```

## Projector motion and the rotating example

Here `P s` is assumed symmetric and idempotent for every `s`, while differentiability is needed only at `t`. The vector `ψ` is arbitrary. A channel matrix that has absorbed a radial function is in general not idempotent, and then this theorem does not apply to it, although the energy derivative above still does.

```lean
/-- For a moving orthogonal projector, the expectation value of `P'` is twice the matrix element
of `P'` between the components of the state inside and outside the range of `P`. -/
theorem projector_motion {P : ℝ → Matrix n n ℝ} {P' : Matrix n n ℝ} {t : ℝ}
    (hs : ∀ s, (P s).IsSymm) (hi : ∀ s, P s * P s = P s)
    (hP : ∀ i j, HasDerivAt (fun s => P s i j) (P' i j) t) (ψ : n → ℝ) :
    ψ ⬝ᵥ P' *ᵥ ψ = 2 * ((P t *ᵥ ψ) ⬝ᵥ P' *ᵥ (ψ - P t *ᵥ ψ)) := by
  have hs' : P'.IsSymm := by
    refine Matrix.IsSymm.ext fun i j => ?_
    have hf : (fun s => P s j i) = fun s => P s i j := funext fun s => (hs s).apply i j
    have h := hP j i
    rw [hf] at h
    exact h.unique (hP i j)
  -- differentiate `P * P = P`
  have hL : P' = P' * P t + P t * P' := by
    ext i j
    have h : HasDerivAt (fun s => (P s * P s) i j) ((P' * P t + P t * P') i j) t :=
      hasDerivAt_overlap (f := fun s => P s i) (g := fun s k => P s k j)
        (f' := P' i) (g' := fun k => P' k j) (hP i) (fun k => hP k j)
    simp only [hi] at h
    exact (hP i j).unique h
  -- the motion has no block inside the range of the projector
  have h0 : P t * P' * P t = 0 := by
    have h1 := congrArg (fun M => P t * M) hL
    simp only [mul_add, ← mul_assoc, hi] at h1
    linear_combination (norm := noncomm_ring) -h1
  have e1 := matrixElement_symm hs' ψ (P t *ᵥ ψ)
  have e2 : ψ ⬝ᵥ P t *ᵥ (P' *ᵥ ψ) = (P t *ᵥ ψ) ⬝ᵥ P' *ᵥ ψ := by
    rw [matrixElement_symm (hs t), dotProduct_comm]
  have e3 : (P t *ᵥ ψ) ⬝ᵥ P' *ᵥ (P t *ᵥ ψ) = 0 := by
    rw [dotProduct_comm, ← matrixElement_symm (hs t)]
    simp only [Matrix.mulVec_mulVec, ← mul_assoc, h0, Matrix.zero_mulVec, dotProduct_zero]
  have e4 : ψ ⬝ᵥ P' *ᵥ ψ = ψ ⬝ᵥ P' *ᵥ (P t *ᵥ ψ) + ψ ⬝ᵥ P t *ᵥ (P' *ᵥ ψ) := by
    rw [Matrix.mulVec_mulVec, Matrix.mulVec_mulVec, ← dotProduct_add, ← Matrix.add_mulVec, ← hL]
  rw [Matrix.mulVec_sub, dotProduct_sub, e3]
  linarith
```

The symmetry of $P'$ (`hs'`) comes from the uniqueness of derivatives, since the entries $ij$ and $ji$ of $P$ are the same function. `hL` is the differentiated identity $P^2=P$, and `h0` is $PP'P=0$. The steps `e1` to `e4` turn these matrix identities into the matrix elements used by hand, and `linarith` combines them.

The plane projector is written out as a matrix.

```lean
/-- The projector onto the direction `(cos t, sin t)` in the plane. -/
def rotatingProjector (t : ℝ) : Matrix (Fin 2) (Fin 2) ℝ :=
  !![Real.cos t * Real.cos t, Real.cos t * Real.sin t;
     Real.cos t * Real.sin t, Real.sin t * Real.sin t]
```

It satisfies the assumptions of `projector_motion` at every angle. Idempotency reduces to $\sin^2t+\cos^2t=1$ in each entry, and the derivatives come from the product rule.

```lean
/-- The rotating projector is symmetric, idempotent and differentiable, with the derivative
shown. -/
theorem projector_motion_witness (t : ℝ) :
    (rotatingProjector t).IsSymm ∧
    rotatingProjector t * rotatingProjector t = rotatingProjector t ∧
    ∀ i j, HasDerivAt (fun s => rotatingProjector s i j)
      ((!![-(2 * (Real.cos t * Real.sin t)), Real.cos t * Real.cos t - Real.sin t * Real.sin t;
          Real.cos t * Real.cos t - Real.sin t * Real.sin t, 2 * (Real.cos t * Real.sin t)] :
        Matrix (Fin 2) (Fin 2) ℝ) i j) t := by
  have hc := Real.hasDerivAt_cos t
  have hs := Real.hasDerivAt_sin t
  refine ⟨?_, ?_, ?_⟩
  · refine Matrix.IsSymm.ext fun i j => ?_
    fin_cases i <;> fin_cases j <;> rfl
  · have h := Real.sin_sq_add_cos_sq t
    unfold rotatingProjector
    generalize Real.cos t = c at h ⊢
    generalize Real.sin t = s at h ⊢
    have e00 : c * c * (c * c) + c * s * (c * s) = c * c := by linear_combination c * c * h
    have e01 : c * c * (c * s) + c * s * (s * s) = c * s := by linear_combination c * s * h
    have e10 : c * s * (c * c) + s * s * (c * s) = c * s := by linear_combination c * s * h
    have e11 : c * s * (c * s) + s * s * (s * s) = s * s := by linear_combination s * s * h
    rw [Matrix.mul_fin_two, e00, e01, e10, e11]
  · have d00 := (hc.fun_mul hc).congr_deriv
      (show _ = -(2 * (Real.cos t * Real.sin t)) by ring)
    have d01 := (hc.fun_mul hs).congr_deriv
      (show _ = Real.cos t * Real.cos t - Real.sin t * Real.sin t by ring)
    have d11 := (hs.fun_mul hs).congr_deriv
      (show _ = 2 * (Real.cos t * Real.sin t) by ring)
    intro i j
    fin_cases i <;> fin_cases j
    exacts [d00, d01, d01, d11]
```

The last theorem has one channel, labelled by the one-element type `Unit`. Its proof first reduces the energy to $K_{00}+v\cos^2 s$ and then differentiates, which gives the rate directly, without the general formula.

```lean
/-- With a constant strength `v` and the fixed state `(1, 0)`, rotating the projector alone
changes the energy at the rate `-2 v cos t sin t`. -/
theorem energy_of_rotating_projector (K : Matrix (Fin 2) (Fin 2) ℝ) (v t : ℝ) :
    HasDerivAt (fun s => rayleigh
        (ecpHamiltonian K (fun _ : Unit => v) (fun _ => rotatingProjector s)) ![1, 0])
      (-(2 * v * Real.cos t * Real.sin t)) t := by
  have hE : (fun s => rayleigh
      (ecpHamiltonian K (fun _ : Unit => v) (fun _ => rotatingProjector s)) ![1, 0])
      = fun s => K 0 0 + v * (Real.cos s * Real.cos s) := by
    funext s
    simp [rayleigh, ecpHamiltonian, rotatingProjector, Matrix.mulVec, dotProduct,
      Fin.sum_univ_two]
  rw [hE]
  have hc := Real.hasDerivAt_cos t
  exact (((hc.fun_mul hc).const_mul v).const_add (K 0 0)).congr_deriv (by ring)

end

end CorePotentialForces
```

```lean
#print axioms CorePotentialForces.hasDerivAt_energy
#print axioms CorePotentialForces.pulay_eq_zero_iff
#print axioms CorePotentialForces.projector_motion
#print axioms CorePotentialForces.energy_of_rotating_projector
```

```
'CorePotentialForces.hasDerivAt_energy' depends on axioms: [propext, Classical.choice, Quot.sound]
'CorePotentialForces.pulay_eq_zero_iff' depends on axioms: [propext, Classical.choice, Quot.sound]
'CorePotentialForces.projector_motion' depends on axioms: [propext, Classical.choice, Quot.sound]
'CorePotentialForces.energy_of_rotating_projector' depends on axioms: [propext, Classical.choice, Quot.sound]
```
